# Adjoint-paired generators and pair-symmetric, positive semidefinite integrals make $\sum g_{pqrs}E_{pq}E_{rs}$ positive semidefinite

Take one orbital, one Hermitian matrix $E$ and one real number $g\ge 0$. The interaction is $W=gE^2$, and for any vector $x$

$$\langle x,Wx\rangle=g\,\langle x,EEx\rangle=g\,\langle Ex,Ex\rangle=g\,\|Ex\|^2\ge 0 .$$

The left factor $E$ has moved onto the bra, and a squared norm remains. With several orbitals the generators $E_{pq}$ with $p\neq q$ need not be Hermitian. They satisfy $E_{pq}^\dagger=E_{qp}$, so moving one onto the bra exchanges its indices, and the proof below uses integrals that are unchanged by that exchange. If real integrals satisfy $g_{pqrs}=g_{qprs}$ and form a positive semidefinite matrix in the pairs $(pq),(rs)$, then

$$W=\sum_{pqrs}g_{pqrs}E_{pq}E_{rs}$$

is positive semidefinite.

## Orbitals, states and the operator

```lean
import Mathlib

open Matrix
open scoped ComplexOrder

namespace InteractionPositivity

noncomputable section

variable {n m ι : Type*} [Fintype n] [Fintype m] [Fintype ι]
```

The finite index types `n` and `m` label orbitals and basis states of the many-electron space; `ι` is a general finite index set. Opening `ComplexOrder` gives `0 ≤ z` a meaning for complex $z$: the number is real and non-negative.

```lean
/-- The interaction operator `∑ g_pqrs E_pq E_rs`, with the integrals `g` stored as a real
matrix in the pair indices `a = (p, q)` and `b = (r, s)`. -/
def interaction (g : Matrix (n × n) (n × n) ℝ) (E : n → n → Matrix m m ℂ) : Matrix m m ℂ :=
  ∑ a : n × n, ∑ b : n × n, (g a b : ℂ) • (E a.1 a.2 * E b.1 b.2)
```

A term of type `Matrix m m ℂ` is a square complex matrix. The generators are a function `E` that takes two orbitals and returns such a matrix. The integrals are a real matrix whose row index is a pair $a=(p,q)$ and whose column index is a pair $b=(r,s)$; `a.1` and `a.2` are the two members of a pair. The definition is the sum $W$ above.

For real orbitals, $g_{pqrs}$ can be read as the Coulomb integral $(pq|rs)$. Exchanging $p$ and $q$ leaves the orbital product $\phi_p\phi_q$ unchanged. Positive semidefiniteness says that the electrostatic self-energy of any real charge distribution $\sum_{pq} c_{pq}\phi_p\phi_q$ is non-negative. Both properties enter here as hypotheses on `g`, not as consequences of an integral over space.

For orthonormal orbitals, the usual spin-free repulsion operator is $\tfrac12\sum g_{pqrs}(E_{pq}E_{rs}-\delta_{qr}E_{ps})$. The operator $W$ has neither the factor $\tfrac12$ nor the one-body correction. In a finite real-orbital model, the result therefore says that the part of the repulsion quadratic in the generators cannot lower the energy; it says nothing about the correction, and so does not by itself give the sign of the full repulsion operator.

## Real integrals acting on complex amplitudes

```lean
/-- A real positive semidefinite matrix is also positive semidefinite on complex vectors. -/
theorem posSemidef_complexify {g : Matrix ι ι ℝ} (hg : g.PosSemidef) :
    (g.map Complex.ofReal).PosSemidef := by
  have hs : ∀ a b, g b a = g a b := fun a b => by simpa using hg.isHermitian.apply a b
  have hpos : ∀ y : ι → ℝ, 0 ≤ y ⬝ᵥ g *ᵥ y := fun y => by
    simpa only [star_trivial] using hg.dotProduct_mulVec_nonneg y
  refine Matrix.posSemidef_iff_dotProduct_mulVec.2 ⟨?_, fun z => ?_⟩
  · ext a b
    simp only [conjTranspose_apply, Matrix.map_apply, Complex.star_def, Complex.conj_ofReal]
    rw [hs a b]
  -- the cross terms between real and imaginary parts cancel by symmetry
  have him : ∑ a, ∑ b, g a b * ((z a).re * (z b).im)
      = ∑ a, ∑ b, g a b * ((z a).im * (z b).re) := by
    refine Finset.sum_comm.trans ?_
    refine Finset.sum_congr rfl fun a _ => Finset.sum_congr rfl fun b _ => ?_
    rw [hs a b]
    ring
  have key : star z ⬝ᵥ (g.map Complex.ofReal) *ᵥ z
      = (((fun a => (z a).re) ⬝ᵥ g *ᵥ (fun a => (z a).re)
        + (fun a => (z a).im) ⬝ᵥ g *ᵥ (fun a => (z a).im) : ℝ) : ℂ) := by
    apply Complex.ext
    · simp only [dotProduct, mulVec, Finset.mul_sum, Complex.re_sum, Complex.ofReal_re,
        ← Finset.sum_add_distrib]
      refine Finset.sum_congr rfl fun a _ => Finset.sum_congr rfl fun b _ => ?_
      simp only [Matrix.map_apply, Pi.star_apply, Complex.star_def, Complex.mul_re,
        Complex.mul_im, Complex.conj_re, Complex.conj_im, Complex.ofReal_re, Complex.ofReal_im]
      ring
    · have h : (star z ⬝ᵥ (g.map Complex.ofReal) *ᵥ z).im
          = ∑ a, ∑ b, g a b * ((z a).re * (z b).im)
            - ∑ a, ∑ b, g a b * ((z a).im * (z b).re) := by
        simp only [dotProduct, mulVec, Finset.mul_sum, Complex.im_sum,
          ← Finset.sum_sub_distrib]
        refine Finset.sum_congr rfl fun a _ => Finset.sum_congr rfl fun b _ => ?_
        simp only [Matrix.map_apply, Pi.star_apply, Complex.star_def, Complex.mul_re,
          Complex.mul_im, Complex.conj_re, Complex.conj_im, Complex.ofReal_re,
          Complex.ofReal_im]
        ring
      rw [h, him, sub_self, Complex.ofReal_im]
  rw [key]
  exact Complex.zero_le_real.2 (add_nonneg (hpos _) (hpos _))
```

The hypothesis `hg : g.PosSemidef` says that $g$ is symmetric and $y^{T}gy\ge0$ for real $y$. State vectors are complex, so the same property is needed for complex $z=u+iv$, with $u,v$ real:

$$z^\dagger gz=u^{T}gu+v^{T}gv+i\sum_{ab}g_{ab}(u_av_b-v_au_b).$$

Exchanging the names $a$ and $b$ in one half of the last sum, and using $g_{ab}=g_{ba}$, shows that it vanishes. Two non-negative terms remain.

In the code, `g.map Complex.ofReal` is $g$ with its entries regarded as complex numbers, `*ᵥ` applies a matrix to a vector, and `⬝ᵥ` is the dot product without conjugation. Hence `star z ⬝ᵥ ...` supplies the bra. The step `him` is the cancellation, and `key` is the displayed identity without its vanishing term, checked separately for real and imaginary parts.

## Overlaps split into components

```lean
/-- A weighted sum of overlaps of vectors `v a` is a sum, over the components `k`, of
quadratic forms of the weight matrix. -/
theorem sum_overlap_eq (G : Matrix ι ι ℂ) (v : ι → m → ℂ) :
    ∑ a, ∑ b, G a b * (star (v a) ⬝ᵥ v b)
      = ∑ k, star (fun a => v a k) ⬝ᵥ G *ᵥ (fun a => v a k) := by
  simp only [dotProduct, mulVec, Finset.mul_sum, Pi.star_apply]
  symm
  refine Finset.sum_comm.trans (Finset.sum_congr rfl fun a _ => ?_)
  refine Finset.sum_comm.trans (Finset.sum_congr rfl fun b _ => ?_)
  refine Finset.sum_congr rfl fun k _ => ?_
  ring
```

Write $\langle u,v\rangle=\sum_k\overline{u_k}v_k$. For vectors $v_a$ with components $v_a(k)$,

$$\sum_{ab}G_{ab}\langle v_a,v_b\rangle=\sum_k\Big(\sum_{ab}\overline{v_a(k)}\,G_{ab}\,v_b(k)\Big).$$

This reorders finite sums, which is what the uses of `Finset.sum_comm` do. For each fixed $k$, the bracket is a quadratic form of $G$.

## Moving the left generator onto the bra

```lean
/-- If `E_pq* = E_qp` and `g_pqrs = g_qprs`, then the interaction `W` satisfies `⟨x, W x⟩ = ∑ g_pqrs
⟨E_pq x, E_rs x⟩` for every vector `x`. -/
theorem expectation_eq {g : Matrix (n × n) (n × n) ℝ} {E : n → n → Matrix m m ℂ}
    (hE : ∀ p q, (E p q)ᴴ = E q p) (hsym : ∀ p q b, g (p, q) b = g (q, p) b) (x : m → ℂ) :
    star x ⬝ᵥ interaction g E *ᵥ x
      = ∑ a : n × n, ∑ b : n × n,
          (g a b : ℂ) * (star (E a.1 a.2 *ᵥ x) ⬝ᵥ (E b.1 b.2 *ᵥ x)) := by
  -- move the left generator onto the bra
  have pair : ∀ p q r s, star x ⬝ᵥ (E p q * E r s) *ᵥ x
      = star (E q p *ᵥ x) ⬝ᵥ (E r s *ᵥ x) := by
    intro p q r s
    rw [Matrix.star_mulVec, hE q p, ← Matrix.mulVec_mulVec]
    exact Matrix.dotProduct_mulVec _ _ _
  simp only [interaction, Matrix.sum_mulVec, dotProduct_sum, Matrix.smul_mulVec,
    dotProduct_smul, pair, smul_eq_mul]
  -- exchange p and q in the first pair
  refine (Equiv.sum_comp (Equiv.prodComm n n) _).symm.trans (Finset.sum_congr rfl ?_)
  rintro ⟨p, q⟩ -
  refine Finset.sum_congr rfl fun b _ => ?_
  simp only [Equiv.prodComm_apply, Prod.swap_prod_mk]
  rw [hsym q p b]
```

The hypothesis `hE` is $E_{pq}^\dagger=E_{qp}$, with `ᴴ` for the adjoint. In `hsym` the letter `b` stands for the whole second pair, so it reads $g_{pqrs}=g_{qprs}$. The argument is

$$\langle x,E_{pq}E_{rs}x\rangle=\langle E_{pq}^\dagger x,E_{rs}x\rangle=\langle E_{qp}x,E_{rs}x\rangle,$$

$$\langle x,Wx\rangle=\sum_{pqrs}g_{pqrs}\langle E_{qp}x,E_{rs}x\rangle=\sum_{pqrs}g_{qprs}\langle E_{pq}x,E_{rs}x\rangle=\sum_{pqrs}g_{pqrs}\langle E_{pq}x,E_{rs}x\rangle .$$

The first line is `pair` in the proof. In the second, the middle equality renames $p\leftrightarrow q$, done by `Equiv.prodComm`, and the last uses `hsym`.

The vector $x$ need not be normalised. For $x\neq0$, the expectation value in the corresponding physical state is $\langle x,Wx\rangle/\langle x,x\rangle$, the same number divided by a positive one.

## The interaction is Hermitian

```lean
/-- If `E_pq* = E_qp`, and the real integrals satisfy `g_pqrs = g_qprs` and form a symmetric matrix
in the pair indices, then the interaction operator is Hermitian. -/
theorem interaction_isHermitian {g : Matrix (n × n) (n × n) ℝ} {E : n → n → Matrix m m ℂ}
    (hE : ∀ p q, (E p q)ᴴ = E q p) (hsym : ∀ p q b, g (p, q) b = g (q, p) b)
    (hg : g.IsHermitian) : (interaction g E).IsHermitian := by
  have hs : ∀ a b, g b a = g a b := fun a b => by simpa using hg.apply a b
  unfold Matrix.IsHermitian interaction
  simp only [conjTranspose_sum, conjTranspose_smul, conjTranspose_mul, hE, Complex.star_def,
    Complex.conj_ofReal]
  -- relabel both pairs
  refine Finset.sum_comm.trans ?_
  refine (Equiv.sum_comp (Equiv.prodComm n n) _).symm.trans (Finset.sum_congr rfl ?_)
  rintro ⟨r, s⟩ -
  refine (Equiv.sum_comp (Equiv.prodComm n n) _).symm.trans (Finset.sum_congr rfl ?_)
  rintro ⟨p, q⟩ -
  have h : g (q, p) (s, r) = g (r, s) (p, q) := by
    rw [hsym q p, hs (s, r) (p, q), hsym s r]
  simp only [Equiv.prodComm_apply, Prod.swap_prod_mk]
  rw [h]
```

Taking the adjoint reverses each product:

$$W^\dagger=\sum_{pqrs}g_{pqrs}E_{sr}E_{qp}=\sum_{pqrs}g_{qpsr}E_{rs}E_{pq},$$

where the second form renames $p\leftrightarrow q$ and $r\leftrightarrow s$. The coefficient is then rearranged by

$$g_{qpsr}=g_{pqsr}=g_{srpq}=g_{rspq}.$$

The outer equalities are the pair symmetry; the middle one is the symmetry of $g$ as a matrix. The result is $\sum g_{rspq}E_{rs}E_{pq}=W$. The chain is the step `h` in the code.

## Positivity of the interaction

```lean
/-- If `E_pq* = E_qp`, and the real integrals satisfy `g_pqrs = g_qprs` and are positive
semidefinite in the pair indices, then `∑ g_pqrs E_pq E_rs` is positive semidefinite. -/
theorem interaction_posSemidef {g : Matrix (n × n) (n × n) ℝ} {E : n → n → Matrix m m ℂ}
    (hE : ∀ p q, (E p q)ᴴ = E q p) (hsym : ∀ p q b, g (p, q) b = g (q, p) b)
    (hg : g.PosSemidef) : (interaction g E).PosSemidef := by
  refine Matrix.posSemidef_iff_dotProduct_mulVec.2
    ⟨interaction_isHermitian hE hsym hg.isHermitian, fun x => ?_⟩
  rw [expectation_eq hE hsym x]
  have h := sum_overlap_eq (g.map Complex.ofReal) (fun a : n × n => E a.1 a.2 *ᵥ x)
  simp only [Matrix.map_apply] at h
  rw [h]
  exact Finset.sum_nonneg fun k _ => (posSemidef_complexify hg).dotProduct_mulVec_nonneg _
```

In Mathlib, `PosSemidef` for a complex matrix means Hermitian with non-negative quadratic form. The previous theorem supplies the first half. For the second, put $v_a=E_{pq}x$ with $a=(p,q)$ and combine the two sum identities:

$$\langle x,Wx\rangle=\sum_{ab}g_{ab}\langle v_a,v_b\rangle=\sum_k\sum_{ab}\overline{v_a(k)}\,g_{ab}\,v_b(k)\ge0 .$$

Each term in the sum over $k$ is non-negative because $g$ is positive semidefinite on complex vectors. The `rw` steps make the two substitutions, and `Finset.sum_nonneg` adds the non-negative terms.

The commutation relations of $\mathfrak u(n)$ are not among the hypotheses. Any finite matrices with the stated adjoint relation will do, including the spin-summed excitation operators on a finite Fock space.

## When the quadratic form vanishes

```lean
/-- Under the hypotheses of `interaction_posSemidef`, the interaction `W` satisfies `⟨x, W x⟩ = 0`
exactly when `∑_rs g_pqrs E_rs x = 0` for every pair `(p, q)`. -/
theorem expectation_eq_zero_iff {g : Matrix (n × n) (n × n) ℝ} {E : n → n → Matrix m m ℂ}
    (hE : ∀ p q, (E p q)ᴴ = E q p) (hsym : ∀ p q b, g (p, q) b = g (q, p) b)
    (hg : g.PosSemidef) (x : m → ℂ) :
    star x ⬝ᵥ interaction g E *ᵥ x = 0
      ↔ ∀ a : n × n, ∑ b : n × n, (g a b : ℂ) • (E b.1 b.2 *ᵥ x) = 0 := by
  have hG := posSemidef_complexify hg
  have h := sum_overlap_eq (g.map Complex.ofReal) (fun a : n × n => E a.1 a.2 *ᵥ x)
  simp only [Matrix.map_apply] at h
  have e : ∀ (a : n × n) (k : m),
      ((g.map Complex.ofReal) *ᵥ (fun b : n × n => (E b.1 b.2 *ᵥ x) k)) a
        = (∑ b : n × n, (g a b : ℂ) • (E b.1 b.2 *ᵥ x)) k := by
    intro a k
    rw [Finset.sum_apply]
    rfl
  -- a sum of non-negative terms vanishes only if each term does
  rw [expectation_eq hE hsym x, h,
    Finset.sum_eq_zero_iff_of_nonneg (fun k _ => hG.dotProduct_mulVec_nonneg _)]
  constructor
  · intro h0 a
    funext k
    have hk := (hG.dotProduct_mulVec_zero_iff _).1 (h0 k (Finset.mem_univ k))
    exact (e a k).symm.trans (congrFun hk a)
  · intro h0 k _
    exact (hG.dotProduct_mulVec_zero_iff _).2
      (funext fun a => (e a k).trans (congrFun (h0 a) k))
```

The symbol `↔` means "if and only if". The theorem says

$$\langle x,Wx\rangle=0\iff\sum_{rs}g_{pqrs}E_{rs}x=0\quad\text{for every }p,q.$$

A sum of non-negative terms is zero only if every term is zero. Let $c_k$ be the vector with entries $v_b(k)$. Since a positive semidefinite $g$ can be written as $B^\dagger B$, we have $c_k^\dagger gc_k=\|Bc_k\|^2$, which vanishes exactly when $gc_k=0$. Entry $a$ of $gc_k$ is component $k$ of $\sum_b g_{ab}v_b$, so requiring this for all $k$ gives the stated vector equations. The step `e` identifies these two descriptions, and `dotProduct_mulVec_zero_iff` is the Mathlib form of the fact about $gc_k$.

## A two-orbital example

```lean
/-- The 2×2 matrix unit with a one in row `p` and column `q`. -/
def matrixUnit (p q : Fin 2) : Matrix (Fin 2) (Fin 2) ℂ :=
  Matrix.of fun i j => if i = p ∧ j = q then 1 else 0
```

`Fin 2` has the elements 0 and 1. The matrix unit $E_{pq}$ has a one in row $p$, column $q$, and zeros elsewhere. It represents the generator on the states of a single particle in two orbitals.

```lean
/-- Separable integrals `g_pqrs = w_pq w_rs`. -/
def separable (w : Matrix n n ℝ) : Matrix (n × n) (n × n) ℝ :=
  Matrix.of fun a b => w a.1 a.2 * w b.1 b.2
```

Separable integrals are products $g_{pqrs}=w_{pq}w_{rs}$. The interaction then becomes a square:

$$W=F^2,\qquad F=\sum_{pq}w_{pq}E_{pq}.$$

For matrix units, $F$ is $w$ itself.

```lean
/-- Matrix units satisfy `E_pq* = E_qp`. -/
theorem matrixUnit_adjoint (p q : Fin 2) : (matrixUnit p q)ᴴ = matrixUnit q p := by
  ext i j
  simp only [matrixUnit, conjTranspose_apply, Matrix.of_apply]
  by_cases h1 : j = p <;> by_cases h2 : i = q <;> simp [h1, h2]
```

Transposing a matrix unit exchanges its row and column labels, and its entries are real. The proof compares entries and splits into cases according to whether the labels match.

```lean
/-- Separable integrals are positive semidefinite in the pair indices. -/
theorem separable_posSemidef (w : Matrix n n ℝ) : (separable w).PosSemidef := by
  let A : Matrix Unit (n × n) ℝ := Matrix.of fun _ a => w a.1 a.2
  have h : separable w = Aᴴ * A := by
    ext a b
    simp [separable, A, Matrix.mul_apply]
  rw [h]
  exact Matrix.posSemidef_conjTranspose_mul_self A
```

For real $y$, the quadratic form is a square,

$$\sum_{pqrs}y_{pq}w_{pq}w_{rs}y_{rs}=\Big(\sum_{pq}w_{pq}y_{pq}\Big)^2\ge0 .$$

The code writes $w$ as a single row $A$, so that $g=A^\dagger A$. No symmetry of $w$ is required.

```lean
/-- Matrix units and the separable integrals built from `w = !![2, 1; 1, 2]` meet all the
hypotheses of `interaction_posSemidef`. -/
theorem interaction_posSemidef_witness :
    (∀ p q, (matrixUnit p q)ᴴ = matrixUnit q p) ∧
    (∀ p q b, separable !![2, 1; 1, 2] (p, q) b = separable !![2, 1; 1, 2] (q, p) b) ∧
    (separable !![2, 1; 1, 2]).PosSemidef := by
  refine ⟨matrixUnit_adjoint, fun p q b => ?_, separable_posSemidef _⟩
  fin_cases p <;> fin_cases q <;> simp [separable]
```

The notation `!![2, 1; 1, 2]` lists a matrix by rows. This theorem confirms the three hypotheses for a concrete case. The interaction itself is quickly worked out by hand:

$$W=\begin{pmatrix}2&1\\1&2\end{pmatrix}^2=\begin{pmatrix}5&4\\4&5\end{pmatrix}.$$

Its eigenvalues are 9 and 1. In the normalised state $x=(1,-1)/\sqrt2$, the expectation value is $(5-4-4+5)/2=1$. These numbers are not repulsion energies: matrix units satisfy $E_{pq}E_{rs}=\delta_{qr}E_{ps}$, so the one-body correction left out of $W$ cancels it exactly, and a single particle has no repulsion energy.

## What fails without pair symmetry

```lean
/-- For matrix units and the separable integrals built from the antisymmetric
`w = !![0, 1; -1, 0]`, which are positive semidefinite, the interaction is minus the identity. -/
theorem pair_symmetry_needed :
    (separable !![0, 1; -1, 0]).PosSemidef ∧
    interaction (separable !![0, 1; -1, 0]) matrixUnit = -1 := by
  refine ⟨separable_posSemidef _, ?_⟩
  ext i j
  fin_cases i <;> fin_cases j <;>
    simp [interaction, separable, matrixUnit, Fintype.sum_prod_type, Fin.sum_univ_two,
      Matrix.mul_apply]

end

end InteractionPositivity
```

Now $w$ is antisymmetric. The integrals are still positive semidefinite, but $g_{pqrs}=-g_{qprs}$, and some of them are non-zero. Coulomb integrals over real orbitals cannot behave this way; the example tests the hypothesis and does not model a physical system. The square is

$$W=\begin{pmatrix}0&1\\-1&0\end{pmatrix}^2=\begin{pmatrix}-1&0\\0&-1\end{pmatrix},$$

so $\langle x,Wx\rangle=-1$ for every normalised $x$. The `-1` in the Lean statement is minus the identity matrix, and the proof checks its four entries. Positive semidefinite integrals alone therefore do not make $W$ positive semidefinite: moving $E_{pq}$ onto the bra exchanges its indices, and here the same exchange in $g_{pqrs}$ changes the sign of the integral.

```lean
#print axioms InteractionPositivity.interaction_posSemidef
#print axioms InteractionPositivity.expectation_eq_zero_iff
#print axioms InteractionPositivity.pair_symmetry_needed
```

```
'InteractionPositivity.interaction_posSemidef' depends on axioms: [propext, Classical.choice, Quot.sound]
'InteractionPositivity.expectation_eq_zero_iff' depends on axioms: [propext, Classical.choice, Quot.sound]
'InteractionPositivity.pair_symmetry_needed' depends on axioms: [propext, Classical.choice, Quot.sound]
```
